# For one inversion-symmetric band, a nonzero overlap loop has Zak phase 0 or π

Let $u_j$ be the state of one band at mesh point $j$ of a closed one-dimensional k-mesh with $N\ge 1$ points. The indices are integers modulo $N$, so $u_N=u_0$ and $-j$ is the inverted k-point. The states lie in a complex inner-product space, whose product $\langle x,y\rangle$ is conjugate-linear in $x$. They need not be normalised. The overlap loop is

$$W=\prod_{j}\langle u_j,u_{j+1}\rangle .$$

A Zak phase is any real $\varphi$ with $W=|W|e^{-i\varphi}$, so $\varphi=-\operatorname{Im}\ln W$ modulo $2\pi$ when $W\neq0$.

Inversion is a linear map $P$ that preserves norms, with

$$P u_j=c_j\,u_{-j},\qquad |c_j|=1 .$$

Where $-j\ne j$, the phase $c_j$ depends on the arbitrary phases that a diagonaliser gives to $u_j$ and $u_{-j}$. Where $-j=j$, it does not depend on them: it is an eigenvalue of $P$ if $u_j\neq0$.

## A real loop whose sign is set by two parities

With these definitions, $W$ is real. If $W\ne0$, then $\varphi$ is $0$ or $\pi$ modulo $2\pi$.

On an even mesh, $N=2M$, let $A=\prod_{n=0}^{M-1}\langle u_n,u_{n+1}\rangle$ be the product over half the zone. Then

$$W=\overline{c_0}\,c_M\,|A|^2 .$$

For $W\neq0$, the phase is $0$ exactly when $c_M=c_0$, and $\pi$ exactly when $c_M=-c_0$. Since $-M=M$ modulo $2M$, the numbers $c_0$ and $c_M$ are the inversion eigenvalues of $u_0$ and $u_M$.

## Checking the Zak phase of a tight-binding chain

For non-interacting electrons in a one-dimensional chain with a filled, isolated band, the Zak phase in the dense-mesh limit gives that band's contribution to the polarisation, modulo a quantum. If the Hamiltonian is written as periodic in $k$, the positions of the orbitals inside the cell add a separate term. A code that computes the Zak phase from overlaps can use the result as a test: with the inversion symmetry defined above, the phase must be $0$ or $\pi$ on every finite mesh where $W\neq0$, not only in the dense limit. Any other value, beyond rounding, points to a mistake in the loop or to a failure of that symmetry condition. The condition can fail even in a chain with an inversion centre: if inversion moves some orbitals of a cell, but not others, into another cell, then $P$ depends on $k$ when the Hamiltonian is written as periodic in $k$. On an even mesh, the two parities give an independent value to compare with.

## From one inverted link to the whole loop

Because $P$ preserves norms, it preserves inner products:

$$\langle u_{j+1},u_j\rangle=\langle Pu_{j+1},Pu_j\rangle=\overline{c_{j+1}}\,c_j\,\langle u_{-(j+1)},u_{-j}\rangle .$$

Multiplying by $c_{j+1}\overline{c_j}$ gives

$$\langle u_{-(j+1)},u_{-j}\rangle=c_{j+1}\overline{c_j}\,\langle u_{j+1},u_j\rangle. \tag{1}$$

Take the product over all $j$. The phase factors give $\prod_j c_{j+1}\prod_j\overline{c_j}=\prod_j|c_j|^2=1$. The remaining product on the right is $\overline W$. On the left, put $m=-(j+1)$; then $-j=m+1$, and the product is $W$. Hence $\overline W=W$.

The imaginary part of $W=|W|e^{-i\varphi}$ now reads $0=-|W|\sin\varphi$. If $W\ne0$, then $\sin\varphi=0$, so $\varphi$ is $0$ or $\pi$ modulo $2\pi$.

For $N=2M$, the second half of the loop consists of the links that start at $-(n+1)$, with $n=0,\dots,M-1$. By (1), their product is

$$\prod_{n=0}^{M-1}\overline{\langle u_n,u_{n+1}\rangle}\,c_{n+1}\overline{c_n}=\overline A\,c_M\overline{c_0},$$

because each intermediate phase meets its own conjugate. Multiplying by the first half, $A$, gives the parity formula.

If $W\neq0$, then $|W|=|A|^2$. Comparing the two forms of $W$ gives $\overline{c_0}c_M=\cos\varphi$, or $c_M=\cos\varphi\;c_0$. The cosine is $1$ or $-1$, and $c_0\neq0$, so each sign belongs to exactly one phase.

## Four k-points with phase π

Take the normalised two-site states $u_j=(1,i^j)/\sqrt2$ for $j=0,1,2,3$, and let $P$ exchange the sites. Then

$$P u_j=(i^j,1)/\sqrt2=i^j\,(1,i^{-j})/\sqrt2=i^j u_{-j},$$

so $c_j=i^j$. Every link equals $(1+i)/2$, and

$$W=\left(\frac{1+i}{2}\right)^4=-\frac14 .$$

The phase is $\pi$, in agreement with $c_0=1$ and $c_2=-1$. The Lean file uses the unnormalised vectors $(1,i^j)$, for which $W=-4$.

## Two k-points with no definite phase

The condition $W\neq0$ is needed. Take $N=2$, $u_0=(1,1)/\sqrt2$ and $u_1=(1,-1)/\sqrt2$, again with site exchange. Inversion symmetry holds with $c_0=1$ and $c_1=-1$, but the states are orthogonal and $W=0$. Every real $\varphi$ then satisfies $W=|W|e^{-i\varphi}$, including $\pi/3$. On two points $W=|\langle u_0,u_1\rangle|^2$, so a program that is left with a tiny nonzero overlap reports the phase $0$, although the parities are opposite. On larger meshes, rounding noise can give other phases. So $|W|$ should be checked before its phase is read.

## The Lean file, from links to parities

```lean
import Mathlib

open scoped ComplexConjugate

namespace ZakPhaseQuantization

noncomputable section

variable {E : Type*} [NormedAddCommGroup E] [InnerProductSpace ℂ E]

/-- The product of the overlaps of neighbouring states around a closed mesh of `N` k-points. -/
def overlapLoop {N : ℕ} [NeZero N] (u : ZMod N → E) : ℂ :=
  ∏ j, inner ℂ (u j) (u (j + 1))

/-- The product of the `M` overlaps of neighbouring states from point `0` to point `M` on a mesh of
`2 M` k-points. -/
def halfOverlap (M : ℕ) (u : ZMod (2 * M) → E) : ℂ :=
  ∏ i ∈ Finset.range M, inner ℂ (u (i : ZMod (2 * M))) (u ((i : ZMod (2 * M)) + 1))

/-- Inversion `P` maps the state at `j` to the state at `-j`, up to the unit phase `c j`. -/
def InversionSymmetric {N : ℕ} (P : E →ₗᵢ[ℂ] E) (u : ZMod N → E) (c : ZMod N → ℂ) : Prop :=
  ∀ j, ‖c j‖ = 1 ∧ P (u j) = c j • u (-j)

/-- The real number `φ` is a Zak phase of the mesh: the overlap loop equals its modulus
times `exp (-i φ)`. -/
def IsZakPhase {N : ℕ} [NeZero N] (u : ZMod N → E) (φ : ℝ) : Prop :=
  overlapLoop u = (‖overlapLoop u‖ : ℂ) * Complex.exp (((-φ : ℝ) : ℂ) * Complex.I)

/-- A complex number of modulus one times its conjugate is one. -/
theorem phase_mul_conj {z : ℂ} (h : ‖z‖ = 1) : z * conj z = 1 := by
  rw [Complex.mul_conj, Complex.normSq_eq_norm_sq, h]
  norm_num

/-- For inversion-symmetric states, the overlap on an inverted link is the overlap on the original
link, traversed backwards, times the phase at `j + 1` and the conjugate of the phase at `j`. -/
theorem inverted_link {N : ℕ} {P : E →ₗᵢ[ℂ] E} {u : ZMod N → E} {c : ZMod N → ℂ}
    (hs : InversionSymmetric P u c) (j : ZMod N) :
    inner ℂ (u (j + 1)) (u j) * (c (j + 1) * conj (c j))
      = inner ℂ (u (-(j + 1))) (u (-j)) := by
  -- inversion preserves the inner product
  have h := P.inner_map_map (u (j + 1)) (u j)
  rw [(hs (j + 1)).2, (hs j).2, inner_smul_left, inner_smul_right] at h
  have h1 := phase_mul_conj (hs (j + 1)).1
  have h0 := phase_mul_conj (hs j).1
  linear_combination (-(c (j + 1) * conj (c j))) * h
    + (inner ℂ (u (-(j + 1))) (u (-j)) * c j * conj (c j)) * h1
    + inner ℂ (u (-(j + 1))) (u (-j)) * h0

/-- The overlap loop of inversion-symmetric states is real. -/
theorem overlapLoop_real {N : ℕ} [NeZero N] {P : E →ₗᵢ[ℂ] E} {u : ZMod N → E}
    {c : ZMod N → ℂ} (hs : InversionSymmetric P u c) : (overlapLoop u).im = 0 := by
  -- the inverted loop runs over the same links
  have h1 : ∏ j, inner ℂ (u (-(j + 1))) (u (-j)) = overlapLoop u := by
    refine Fintype.prod_equiv ((Equiv.addRight (1 : ZMod N)).trans (Equiv.neg _)) _ _
      fun j => ?_
    change _ = inner ℂ (u (-(j + 1))) (u (-(j + 1) + 1))
    rw [show -(j + 1) + 1 = -j by ring]
  -- the phases cancel around the loop
  have h2 : ∏ j, c (j + 1) = ∏ j, c j := Equiv.prod_comp (Equiv.addRight (1 : ZMod N)) c
  have h3 : (∏ j, c j) * ∏ j, conj (c j) = 1 := by
    rw [← Finset.prod_mul_distrib]
    exact Finset.prod_eq_one fun j _ => phase_mul_conj (hs j).1
  apply Complex.conj_eq_iff_im.mp
  calc conj (overlapLoop u) = ∏ j, inner ℂ (u (j + 1)) (u j) := by
        simp only [overlapLoop, map_prod, inner_conj_symm]
    _ = ∏ j, inner ℂ (u (-(j + 1))) (u (-j)) := by
        simp only [← inverted_link hs]
        rw [Finset.prod_mul_distrib, Finset.prod_mul_distrib, h2, h3, mul_one]
    _ = overlapLoop u := h1

/-- Quantization of the Zak phase: for inversion-symmetric states with a nonzero overlap loop,
every Zak phase is `0` or `π` modulo `2π`. -/
theorem zakPhase_quantized {N : ℕ} [NeZero N] {P : E →ₗᵢ[ℂ] E} {u : ZMod N → E}
    {c : ZMod N → ℂ} (hs : InversionSymmetric P u c) (hW : overlapLoop u ≠ 0)
    {φ : ℝ} (hφ : IsZakPhase u φ) :
    (φ : Real.Angle) = 0 ∨ (φ : Real.Angle) = (Real.pi : Real.Angle) := by
  unfold IsZakPhase at hφ
  have h := congrArg Complex.im hφ
  rw [Complex.im_ofReal_mul, Complex.exp_ofReal_mul_I_im, overlapLoop_real hs,
    Real.sin_neg] at h
  have hsin : Real.sin φ = 0 := by
    apply mul_left_cancel₀ (norm_ne_zero_iff.mpr hW)
    linarith
  exact Real.Angle.sin_eq_zero_iff.mp (by rw [Real.Angle.sin_coe, hsin])

/-- A product over the closed mesh can be taken over the points `0, 1, ..., N - 1` in order. -/
theorem prod_mesh {N : ℕ} [NeZero N] (f : ZMod N → ℂ) :
    ∏ j, f j = ∏ i ∈ Finset.range N, f (i : ZMod N) := by
  refine Finset.prod_bij' (fun j _ => j.val) (fun i _ => (i : ZMod N)) ?_ ?_ ?_ ?_ ?_
  · intro j _
    exact Finset.mem_range.mpr (ZMod.val_lt j)
  · intro i _
    exact Finset.mem_univ _
  · intro j _
    exact ZMod.natCast_zmod_val j
  · intro i hi
    rw [ZMod.val_natCast, Nat.mod_eq_of_lt (Finset.mem_range.mp hi)]
  · intro j _
    rw [ZMod.natCast_zmod_val]

/-- On a mesh of `2 M` points, the overlap loop of inversion-symmetric states is the squared
modulus of the half-zone product times the inversion phases at `0` (conjugated) and `M`. -/
theorem overlapLoop_eq_parity {M : ℕ} [NeZero (2 * M)] {P : E →ₗᵢ[ℂ] E}
    {u : ZMod (2 * M) → E} {c : ZMod (2 * M) → ℂ} (hs : InversionSymmetric P u c) :
    overlapLoop u = conj (c 0) * c (M : ZMod (2 * M)) * ((‖halfOverlap M u‖ ^ 2 : ℝ) : ℂ) := by
  have split : ∀ g : ℕ → ℂ, ∏ i ∈ Finset.range (2 * M), g i
      = (∏ i ∈ Finset.range M, g i) * ∏ i ∈ Finset.range M, g (M + i) := by
    intro g
    rw [two_mul, Finset.prod_range_add]
  -- the second half of the loop is the inverted first half
  have second : ∏ i ∈ Finset.range M, inner ℂ (u ((M + i : ℕ) : ZMod (2 * M)))
        (u (((M + i : ℕ) : ZMod (2 * M)) + 1))
      = ∏ i ∈ Finset.range M, conj (inner ℂ (u (i : ZMod (2 * M))) (u ((i : ZMod (2 * M)) + 1)))
        * (c ((i : ZMod (2 * M)) + 1) * conj (c (i : ZMod (2 * M)))) := by
    refine (Finset.prod_range_reflect _ M).symm.trans (Finset.prod_congr rfl fun i hi => ?_)
    have hi' := Finset.mem_range.mp hi
    have gen : ∀ k : ℕ, k + (i + 1) = 2 * M →
        (k : ZMod (2 * M)) = -((i : ZMod (2 * M)) + 1) := by
      intro k hk
      have h := congrArg (Nat.cast : ℕ → ZMod (2 * M)) hk
      rw [ZMod.natCast_self] at h
      push_cast at h
      linear_combination h
    rw [gen (M + (M - 1 - i)) (by omega),
      show -((i : ZMod (2 * M)) + 1) + 1 = -(i : ZMod (2 * M)) by ring,
      ← inverted_link hs, inner_conj_symm]
  -- the phases telescope
  have tele : ∀ m : ℕ, ∏ i ∈ Finset.range m,
      (c ((i : ZMod (2 * M)) + 1) * conj (c (i : ZMod (2 * M))))
        = c (m : ZMod (2 * M)) * conj (c 0) := by
    intro m
    induction m with
    | zero => rw [Finset.prod_range_zero, Nat.cast_zero, phase_mul_conj (hs 0).1]
    | succ m ih =>
      rw [Finset.prod_range_succ, ih, Nat.cast_succ]
      linear_combination (c ((m : ZMod (2 * M)) + 1) * conj (c 0)) *
        phase_mul_conj (hs (m : ZMod (2 * M))).1
  have hA : halfOverlap M u * conj (halfOverlap M u) = ((‖halfOverlap M u‖ ^ 2 : ℝ) : ℂ) := by
    rw [Complex.mul_conj, Complex.normSq_eq_norm_sq]
  rw [← hA]
  unfold overlapLoop halfOverlap
  rw [prod_mesh, split, second, Finset.prod_mul_distrib, tele, ← map_prod]
  ring

/-- On a mesh of `2 M` points with inversion-symmetric states and a nonzero overlap loop, the
Zak phase is `0` exactly when the inversion phases at `0` and `M` agree, and `π` exactly when
they are opposite (both modulo `2π`). -/
theorem zakPhase_parity {M : ℕ} [NeZero (2 * M)] {P : E →ₗᵢ[ℂ] E}
    {u : ZMod (2 * M) → E} {c : ZMod (2 * M) → ℂ} (hs : InversionSymmetric P u c)
    (hW : overlapLoop u ≠ 0) {φ : ℝ} (hφ : IsZakPhase u φ) :
    ((φ : Real.Angle) = 0 ↔ c (M : ZMod (2 * M)) = c 0) ∧
    ((φ : Real.Angle) = (Real.pi : Real.Angle) ↔ c (M : ZMod (2 * M)) = -c 0) := by
  have hpar := overlapLoop_eq_parity hs
  have hnorm : ‖overlapLoop u‖ = ‖halfOverlap M u‖ ^ 2 := by
    rw [hpar, norm_mul, norm_mul, Complex.norm_conj, (hs 0).1, (hs _).1, Complex.norm_real,
      Real.norm_of_nonneg (sq_nonneg _), one_mul, one_mul]
  have hre : overlapLoop u = (‖overlapLoop u‖ : ℂ) * (Real.cos φ : ℂ) := by
    have h := congrArg Complex.re hφ
    rw [Complex.re_ofReal_mul, Complex.exp_ofReal_mul_I_re, Real.cos_neg] at h
    rw [← Complex.ofReal_mul]
    exact Complex.ext (by rw [Complex.ofReal_re]; exact h)
      (by rw [Complex.ofReal_im]; exact overlapLoop_real hs)
  -- comparing the two forms of the loop relates the two inversion phases
  have key : c (M : ZMod (2 * M)) = (Real.cos φ : ℂ) * c 0 := by
    have ha : (‖overlapLoop u‖ : ℂ) ≠ 0 :=
      Complex.ofReal_ne_zero.mpr (norm_ne_zero_iff.mpr hW)
    rw [← hnorm] at hpar
    apply mul_left_cancel₀ ha
    linear_combination c 0 * hre - c 0 * hpar
      - (c (M : ZMod (2 * M)) * (‖overlapLoop u‖ : ℂ)) * phase_mul_conj (hs 0).1
  have hc0 : c 0 ≠ 0 := by
    intro h
    have h1 := (hs 0).1
    rw [h, norm_zero] at h1
    exact zero_ne_one h1
  rcases zakPhase_quantized hs hW hφ with h0 | hpi
  · have e : c (M : ZMod (2 * M)) = c 0 := by
      rw [key, ← Real.Angle.cos_coe, h0, Real.Angle.cos_zero, Complex.ofReal_one, one_mul]
    exact ⟨⟨fun _ => e, fun _ => h0⟩,
      ⟨fun h => absurd (h.symm.trans h0) Real.Angle.pi_ne_zero,
       fun h => absurd (by linear_combination (1 / 2) * h - (1 / 2) * e) hc0⟩⟩
  · have e : c (M : ZMod (2 * M)) = -c 0 := by
      rw [key, ← Real.Angle.cos_coe, hpi, Real.Angle.cos_coe_pi, Complex.ofReal_neg,
        Complex.ofReal_one, neg_one_mul]
    exact ⟨⟨fun h => absurd (hpi.symm.trans h) Real.Angle.pi_ne_zero,
       fun h => absurd (by linear_combination (1 / 2) * e - (1 / 2) * h) hc0⟩,
      ⟨fun _ => e, fun _ => hpi⟩⟩

/-- Exchange of the two sites of a unit cell. -/
def siteSwap : EuclideanSpace ℂ (Fin 2) →ₗᵢ[ℂ] EuclideanSpace ℂ (Fin 2) where
  toFun v := !₂[v 1, v 0]
  map_add' v w := by ext i; fin_cases i <;> simp
  map_smul' a v := by ext i; fin_cases i <;> simp
  norm_map' v := by simp [EuclideanSpace.norm_eq, Fin.sum_univ_two, add_comm]

/-- The unnormalised two-site states `(1, i^j)` on a mesh of four k-points. -/
def dimerState (j : ZMod 4) : EuclideanSpace ℂ (Fin 2) := !₂[1, Complex.I ^ j.val]

/-- The states `(1, i^j)` are inversion symmetric under site exchange with phases `i^j`,
and their overlap loop is `-4`. -/
theorem dimer_witness :
    InversionSymmetric siteSwap dimerState (fun j => Complex.I ^ j.val) ∧
      overlapLoop dimerState = -4 := by
  have hunit : ∀ j : ZMod 4, ‖Complex.I ^ j.val‖ = 1 := fun j => by
    rw [norm_pow, Complex.norm_I, one_pow]
  constructor
  · intro j
    refine ⟨hunit j, ?_⟩
    have hn : ∀ j : ZMod 4, (j.val + (-j).val) % 4 = 0 := by decide
    have hinv : Complex.I ^ j.val * Complex.I ^ (-j).val = 1 := by
      rw [← pow_add, Complex.I_pow_eq_pow_mod, hn, pow_zero]
    ext i
    fin_cases i
    · simp [siteSwap, dimerState]
    · simp [siteSwap, dimerState, hinv]
  · -- every link contributes the same overlap
    have link : ∀ j : ZMod 4, inner ℂ (dimerState j) (dimerState (j + 1)) = 1 + Complex.I := by
      intro j
      have hv : ∀ j : ZMod 4, (j + 1).val = (j.val + 1) % 4 := by decide
      have hs : Complex.I ^ (j + 1).val = Complex.I ^ j.val * Complex.I := by
        rw [hv, ← Complex.I_pow_eq_pow_mod, pow_succ]
      have h : inner ℂ (dimerState j) (dimerState (j + 1))
          = 1 * conj (1 : ℂ) + Complex.I ^ (j + 1).val * conj (Complex.I ^ j.val) := by
        rw [PiLp.inner_apply, Fin.sum_univ_two]
        rfl
      rw [h, hs, map_one]
      linear_combination Complex.I * phase_mul_conj (hunit j)
    unfold overlapLoop
    simp only [link]
    rw [Finset.prod_const, Finset.card_univ, ZMod.card]
    linear_combination (Complex.I ^ 2 + 4 * Complex.I + 5) * Complex.I_sq

end

end ZakPhaseQuantization
```

```lean
#print axioms ZakPhaseQuantization.zakPhase_parity
```

```
'ZakPhaseQuantization.zakPhase_parity' depends on axioms: [propext, Classical.choice, Quot.sound]
```

`ZMod N` is the closed mesh, and `NeZero N` excludes $N=0$, for which `ZMod N` is the infinite set of integers. `E →ₗᵢ[ℂ] E` is the type of norm-preserving linear maps; neither $P^2=1$ nor surjectivity is required. `InversionSymmetric` holds the symmetry condition, and `IsZakPhase` the polar form with its sign convention. `Real.Angle` is the type of real numbers modulo $2\pi$, so an equation there is an equation between phases.

`inverted_link` proves (1): `P.inner_map_map` supplies the preserved inner product, and `linear_combination` moves the unit phases across. In `overlapLoop_real`, `h1` is the substitution $m=-(j+1)$, while `h2` and `h3` cancel the phases. `zakPhase_quantized` takes imaginary parts and divides by $|W|$.

`prod_mesh` writes the cyclic product in the order $0,\dots,N-1$, so that `overlapLoop_eq_parity` can cut it in half. There, `second` reverses the order of the second half and applies (1), and `tele` proves the telescoping product by induction. In `zakPhase_parity`, `key` is the equation $c_M=\cos\varphi\,c_0$. Finally, `dimer_witness` confirms the symmetry of the unnormalised four-point states and their value $W=-4$.

## Which bands and meshes are covered

The theorems hold for every finite mesh size, with $N=2M$ and $M\ge1$ for the parity rule, and for a state space of any dimension. They concern one state per k-point. A group of bands, whose links are determinants of overlap matrices, is not treated, and neither is the continuum limit.

The symmetry condition is assumed, not derived from a Hamiltonian. It stands for an isolated band of a Hamiltonian $H(k)$ with $PH(k)P^{-1}=H(-k)$, where $P$ is the same at every k-point. Point $0$ stands for a k-point that is its own inverse, either the zone centre or the zone boundary. An even mesh shifted by half a step from the zone centre has no such point and is not covered.

The loop closes on the same vector $u_0$. This suits a tight-binding Hamiltonian that is periodic in $k$. In a plane-wave code, the cell-periodic function acquires a factor $e^{-iGr}$ across the zone, where $G$ is the reciprocal lattice vector and $r$ the position, and the last link must include it. That case needs a modified statement.

The theorems are about complex numbers, not floating-point values, so a program's test needs its own tolerance.
